# Two isotropic dilatation centres with displacement field x/‖x‖³ have zero interaction energy at every nonzero separation

A point defect that pushes its surroundings outwards equally in all directions strains the crystal far away. A second defect sits in that strain field, and in a supercell calculation the periodic images of the first defect play this part. Does the pair have an elastic interaction energy that depends on its separation?

For two isotropic centres in an infinite, isotropic, linear elastic medium, the answer is no, provided that the forces each defect exerts on the lattice do not change in the strain field of the other. The first centre produces a displacement proportional to x/‖x‖³, which changes no volume away from its source, and an isotropic second centre responds only to volume change. For supercell calculations this removes the direct pair term only within that continuum model; crystal anisotropy and periodic boundary conditions are not treated.

## The field and the energy that are assumed

Let x be the position of the second defect relative to the first, and r = ‖x‖ its length. Space has dimension d, with coordinates numbered from 0 as in Lean.

```lean
import Mathlib

open Matrix

namespace DilatationCentre

noncomputable section

/-- Euclidean space of dimension `d`. -/
abbrev Space (d : ℕ) := EuclideanSpace ℝ (Fin d)
```

The displacement is taken to be

u(x) = x/rⁿ,

with n = 3 for a dilatation centre in three dimensions. This form is postulated, not derived from the equations of elasticity. Its amplitude, which would contain the strength of the first centre and the elastic constants, is set to one; restoring it multiplies every energy by a constant.

```lean
/-- The radial displacement field `x / ‖x‖ ^ n`, meant for `x ≠ 0`; a dilatation centre in
three dimensions has `n = 3`. -/
def radialField {d : ℕ} (n : ℕ) (x : Space d) : Space d := (‖x‖ ^ n)⁻¹ • x
```

The displacement gradient ∂ⱼuᵢ is component i of the derivative of u along axis j, and the divergence is its trace.

```lean
/-- The displacement gradient `∂_j u_i` at `x`, for a field `u` differentiable at `x`. -/
def gradient {d : ℕ} (u : Space d → Space d) (x : Space d) (i j : Fin d) : ℝ :=
  (fderiv ℝ u x (EuclideanSpace.single j 1)) i

/-- The divergence `∑ ∂_i u_i` at `x`, for a field `u` differentiable at `x`. -/
def divergence {d : ℕ} (u : Space d → Space d) (x : Space d) : ℝ :=
  ∑ i, gradient u x i i
```

The second defect is described by an elastic dipole tensor P, the first moment of the forces it exerts on the lattice. Its energy in the field is

E = −Σᵢⱼ Pᵢⱼ ∂ⱼuᵢ.

This is the first-order coupling of a point-like defect whose P does not itself change with strain.

```lean
/-- The energy `-∑ P_ij ∂_j u_i` of a defect with elastic dipole tensor `P` at `x` in the
displacement field `u`, for `u` differentiable at `x`. -/
def interactionEnergy (P : Matrix (Fin 3) (Fin 3) ℝ) (u : Space 3 → Space 3)
    (x : Space 3) : ℝ :=
  -∑ i, ∑ j, P i j * gradient u x i j
```

## Nonzero separation, x ≠ 0

Physically, x ≠ 0 says that the second defect is not on top of the first, where the continuum field is singular. The calculation needs it as soon as the length is differentiated. From r² = Σᵢ xᵢ² we get 2r ∂ⱼr = 2xⱼ, and dividing by r gives

∂ⱼr = xⱼ/r.

The chain rule then gives

∂ⱼ(r⁻ⁿ) = −n r⁻ⁿ⁻¹ · xⱼ/r = −n xⱼ/rⁿ⁺²,

and the product rule applied to uᵢ = xᵢ r⁻ⁿ gives

∂ⱼuᵢ = δᵢⱼ/rⁿ − n xᵢxⱼ/rⁿ⁺²,

where δᵢⱼ is 1 for i = j and 0 otherwise.

The next theorem proves differentiability together with the derivative as a linear map. In its proof, `h1` differentiates the norm as the square root of its square, `h2` differentiates r⁻ⁿ, and `h3` is the product rule. The hypothesis `hx` enters through `hr`, which keeps the square root away from zero and makes the inverse differentiable.

```lean
/-- Away from the origin the radial field is differentiable, with derivative
`v ↦ v / ‖x‖ ^ n - n ⟨x, v⟩ x / ‖x‖ ^ (n + 2)`. -/
theorem hasFDerivAt_radialField {d : ℕ} (n : ℕ) {x : Space d} (hx : x ≠ 0) :
    HasFDerivAt (radialField n)
      ((‖x‖ ^ n)⁻¹ • ContinuousLinearMap.id ℝ (Space d)
        - ((n : ℝ) / ‖x‖ ^ (n + 2)) • (innerSL ℝ x).smulRight x) x := by
  have hr : ‖x‖ ≠ 0 := norm_ne_zero_iff.mpr hx
  -- the norm is the square root of a smooth function
  have h1 : HasFDerivAt (fun y : Space d => ‖y‖) (‖x‖⁻¹ • innerSL ℝ x) x := by
    have h := (hasStrictFDerivAt_norm_sq x).hasFDerivAt.sqrt (pow_ne_zero 2 hr)
    simp only [Real.sqrt_sq (norm_nonneg _)] at h
    refine h.congr_fderiv (ContinuousLinearMap.ext fun v => ?_)
    simp only [_root_.smul_apply, smul_eq_mul, nsmul_eq_mul, Nat.cast_ofNat]
    field_simp
  have h2 : HasDerivAt (fun r : ℝ => (r ^ n)⁻¹) (-((n : ℝ) / ‖x‖ ^ (n + 1))) ‖x‖ := by
    refine HasDerivAt.congr_deriv ((hasDerivAt_pow n ‖x‖).inv (pow_ne_zero n hr)) ?_
    rcases n with _ | m
    · simp
    · simp only [Nat.add_sub_cancel]
      field_simp
      ring
  -- product rule for the scalar factor times the position vector
  have h3 := (h2.comp_hasFDerivAt x h1).smul (hasFDerivAt_id x)
  refine HasFDerivAt.congr_fderiv h3 (ContinuousLinearMap.ext fun v => ?_)
  have hc : (n : ℝ) / ‖x‖ ^ (n + 2) = (n : ℝ) / ‖x‖ ^ (n + 1) * ‖x‖⁻¹ := by
    field_simp
    ring
  simp only [_root_.add_apply, _root_.sub_apply,
    _root_.smul_apply, ContinuousLinearMap.smulRight_apply,
    ContinuousLinearMap.id_apply, Function.comp_apply, id_eq, smul_eq_mul, hc]
  module
```

Applying this linear map to the unit vector along axis j and reading off component i gives the gradient formula.

```lean
/-- Away from the origin the displacement gradient of the radial field is
`δ_ij / ‖x‖ ^ n - n x_i x_j / ‖x‖ ^ (n + 2)`. -/
theorem gradient_radialField {d : ℕ} (n : ℕ) {x : Space d} (hx : x ≠ 0) (i j : Fin d) :
    gradient (radialField n) x i j =
      (if i = j then 1 else 0) / ‖x‖ ^ n - n * x i * x j / ‖x‖ ^ (n + 2) := by
  have hs : innerSL ℝ x (EuclideanSpace.single j (1 : ℝ)) = x j := by
    simp [EuclideanSpace.inner_single_right]
  have hd : (EuclideanSpace.single j (1 : ℝ) : Space d) i = if i = j then 1 else 0 := by
    simp
  unfold gradient
  rw [(hasFDerivAt_radialField n hx).fderiv]
  simp only [_root_.sub_apply, _root_.smul_apply,
    ContinuousLinearMap.smulRight_apply, ContinuousLinearMap.id_apply,
    PiLp.sub_apply, PiLp.smul_apply, smul_eq_mul, hs, hd]
  ring
```

For n = 3 in three dimensions, differentiability fails at the origin. At x = (t, 0, 0) with t > 0 the displacement is (1/t², 0, 0), which grows without bound as t → 0, so u is not differentiable there. Lean's default derivative would still give zero divergence at that point, which is why the main theorem states differentiability explicitly.

## An exponent equal to the dimension, n = d

The condition n = d fixes how the size of the displacement depends on distance: the flux of u through a sphere around the defect is then independent of the radius, so the shell between two spheres keeps its volume to first order. Setting i = j in the gradient and summing over the d axes gives

div u = d/rⁿ − n r²/rⁿ⁺² = (d − n)/rⁿ.

The proof follows the same line: `hs` is Σᵢ xᵢ² = r², and the `calc` block sums the two terms separately before cancelling r².

```lean
/-- In dimension `d` the field `x / ‖x‖ ^ n` has divergence `(d - n) / ‖x‖ ^ n` away from
the origin. -/
theorem divergence_radialField {d : ℕ} (n : ℕ) {x : Space d} (hx : x ≠ 0) :
    divergence (radialField n) x = ((d : ℝ) - n) / ‖x‖ ^ n := by
  have hr : ‖x‖ ≠ 0 := norm_ne_zero_iff.mpr hx
  have hs : ∑ i, x i ^ 2 = ‖x‖ ^ 2 := by
    simp only [EuclideanSpace.norm_sq_eq, Real.norm_eq_abs, sq_abs]
  calc divergence (radialField n) x
      = ∑ i, (1 / ‖x‖ ^ n - (n : ℝ) / ‖x‖ ^ (n + 2) * x i ^ 2) :=
        Finset.sum_congr rfl fun i _ => by
          rw [gradient_radialField n hx, if_pos rfl]
          ring
    _ = (d : ℝ) / ‖x‖ ^ n - (n : ℝ) / ‖x‖ ^ (n + 2) * ‖x‖ ^ 2 := by
        rw [Finset.sum_sub_distrib, ← Finset.mul_sum, hs]
        simp only [Finset.sum_const, Finset.card_univ, Fintype.card_fin, nsmul_eq_mul]
        ring
    _ = ((d : ℝ) - n) / ‖x‖ ^ n := by
        rw [pow_add]
        field_simp
```

Since rⁿ is nonzero, the quotient vanishes exactly when its numerator does.

```lean
/-- At a point other than the origin, the divergence of `x / ‖x‖ ^ n` vanishes exactly when
`n` is the dimension of space. -/
theorem divergence_eq_zero_iff {d : ℕ} (n : ℕ) {x : Space d} (hx : x ≠ 0) :
    divergence (radialField n) x = 0 ↔ n = d := by
  have hr : ‖x‖ ^ n ≠ 0 := pow_ne_zero n (norm_ne_zero_iff.mpr hx)
  rw [divergence_radialField n hx, div_eq_zero_iff, or_iff_left hr, sub_eq_zero, Nat.cast_inj]
  exact eq_comm
```

With another exponent the cancellation is lost. In three dimensions the field x/r² has divergence 1/r², and an isotropic centre with Pᵢⱼ = p δᵢⱼ would have energy −p/r² in it.

## An isotropic second centre, P = p·1

An isotropic dipole tensor describes a defect that pushes equally in all directions. Cubic symmetry of the relaxed defect requires this form. A cubic lattice site alone does not: a dumbbell interstitial centred on such a site has a preferred axis. The strength p may have either sign. Inserting Pᵢⱼ = p δᵢⱼ into the energy leaves only the diagonal terms:

E = −p Σᵢ ∂ᵢuᵢ = −p div u.

In Lean the tensor is `p • 1`, and the proof writes out the sums over three indices.

```lean
/-- An isotropic centre of strength `p` has energy `-p div u` in a displacement field `u`. -/
theorem interactionEnergy_isotropic (p : ℝ) (u : Space 3 → Space 3) (x : Space 3) :
    interactionEnergy (p • 1) u x = -p * divergence u x := by
  simp only [interactionEnergy, divergence, Fin.sum_univ_three, Matrix.smul_apply,
    Matrix.one_apply, Fin.reduceEq, ↓reduceIte, smul_eq_mul]
  ring
```

The main theorem now combines the parts. For every `x` in `Space 3` with `x ≠ 0`, the field is differentiable at `x`, its divergence there is zero, and the energy is zero for every real `p`. The proof takes the first part from the derivative theorem and the second from the case n = d = 3, then substitutes the zero divergence into −p div u.

```lean
/-- At every nonzero separation the field of a dilatation centre is differentiable and
divergence-free, and its interaction energy with a second isotropic centre is zero. -/
theorem dilatation_centres_do_not_interact {x : Space 3} (hx : x ≠ 0) :
    DifferentiableAt ℝ (radialField 3 : Space 3 → Space 3) x ∧
      divergence (radialField 3) x = 0 ∧
      ∀ p : ℝ, interactionEnergy (p • 1) (radialField 3) x = 0 := by
  have hdiv : divergence (radialField 3) x = 0 := (divergence_eq_zero_iff 3 hx).mpr rfl
  refine ⟨(hasFDerivAt_radialField 3 hx).differentiableAt, hdiv, fun p => ?_⟩
  rw [interactionEnergy_isotropic, hdiv, mul_zero]
```

For a general P, contracting it with the gradient for n = 3 gives

E = −(tr P/r³ − 3 x·Px/r⁵),

where tr P is the sum of the diagonal entries and x·Px = Σᵢⱼ Pᵢⱼxᵢxⱼ.

```lean
/-- The energy of a general elastic dipole `P` in the field of a dilatation centre is
`-(tr P / r ^ 3 - 3 x·Px / r ^ 5)` at separation `x ≠ 0`, with `r = ‖x‖`. -/
theorem interactionEnergy_dipole (P : Matrix (Fin 3) (Fin 3) ℝ) {x : Space 3} (hx : x ≠ 0) :
    interactionEnergy P (radialField 3) x =
      -(P.trace / ‖x‖ ^ 3 - 3 * (∑ i, ∑ j, P i j * x i * x j) / ‖x‖ ^ 5) := by
  simp only [interactionEnergy, gradient_radialField 3 hx, Fin.sum_univ_three, Matrix.trace,
    Matrix.diag_apply, Fin.reduceEq, ↓reduceIte, Nat.cast_ofNat]
  ring
```

Without isotropy the defects can interact. Take P with P₀₀ = 1 and all other entries zero. At x = (1, 0, 0) the energy is −(1 − 3) = 2, and at x = (0, 1, 0) it is −1, so the energy depends on the direction of the separation.

## A symmetric dipole tensor and zero energy in all directions

The last theorem turns the question round: if a defect never interacts with a dilatation centre, must it be isotropic? It must, under two hypotheses.

The first is that P is symmetric, `P.IsSymm`. Physically, the forces that the defect exerts on the lattice have no net torque. The second is that the energy vanishes at every nonzero separation, not merely at one.

Multiplying E = 0 by −r⁵ gives

r² tr P = 3 x·Px.

A separation of unit length along axis i turns this into tr P = 3Pᵢᵢ, so the three diagonal entries are equal. A separation with components 1 along two different axes i and j, and 0 along the third, gives

2 tr P = 3(Pᵢᵢ + Pⱼⱼ + Pᵢⱼ + Pⱼᵢ).

Since Pᵢᵢ = Pⱼⱼ = tr P/3, this leaves Pᵢⱼ + Pⱼᵢ = 0. Symmetry makes both entries equal, hence zero, and P = P₀₀·1.

In the proof, `key` clears the denominators and `key2` writes the result for a separation with components a, b, c. The facts `k1` to `k3` are the axes and `k4` to `k6` the face diagonals. Symmetry enters as `s1` to `s3`, and `linarith` solves the linear equations for each entry. The reverse implication is the main theorem and does not use symmetry.

```lean
/-- A symmetric elastic dipole has zero interaction energy with a dilatation centre at every
nonzero separation if and only if it is isotropic. -/
theorem no_interaction_iff_isotropic (P : Matrix (Fin 3) (Fin 3) ℝ) (hP : P.IsSymm) :
    (∀ x : Space 3, x ≠ 0 → interactionEnergy P (radialField 3) x = 0) ↔
      ∃ p : ℝ, P = p • 1 := by
  constructor
  · intro h
    have key : ∀ x : Space 3, x ≠ 0 →
        P.trace * ‖x‖ ^ 2 - 3 * (∑ i, ∑ j, P i j * x i * x j) = 0 := by
      intro x hx
      have hr : ‖x‖ ≠ 0 := norm_ne_zero_iff.mpr hx
      have h0 := h x hx
      rw [interactionEnergy_dipole P hx] at h0
      generalize (∑ i, ∑ j, P i j * x i * x j) = S at h0 ⊢
      calc P.trace * ‖x‖ ^ 2 - 3 * S
          = -(-(P.trace / ‖x‖ ^ 3 - 3 * S / ‖x‖ ^ 5)) * ‖x‖ ^ 5 := by
            field_simp
        _ = 0 := by rw [h0]; ring
    have key2 : ∀ a b c : ℝ, a ^ 2 + b ^ 2 + c ^ 2 ≠ 0 →
        (P 0 0 + P 1 1 + P 2 2) * (a ^ 2 + b ^ 2 + c ^ 2) =
          3 * (P 0 0 * a * a + P 0 1 * a * b + P 0 2 * a * c
            + (P 1 0 * b * a + P 1 1 * b * b + P 1 2 * b * c)
            + (P 2 0 * c * a + P 2 1 * c * b + P 2 2 * c * c)) := by
      intro a b c habc
      have hn : ‖(!₂[a, b, c] : Space 3)‖ ^ 2 = a ^ 2 + b ^ 2 + c ^ 2 := by
        simp [EuclideanSpace.norm_sq_eq, Fin.sum_univ_three]
      have hx : (!₂[a, b, c] : Space 3) ≠ 0 := by
        intro h0
        apply habc
        rw [← hn, h0]
        simp
      have hk := key _ hx
      rw [hn] at hk
      simp [Fin.sum_univ_three, Matrix.trace] at hk
      linarith
    -- separations along the axes and the face diagonals fix every entry
    have k1 := key2 1 0 0 (by norm_num)
    have k2 := key2 0 1 0 (by norm_num)
    have k3 := key2 0 0 1 (by norm_num)
    have k4 := key2 1 1 0 (by norm_num)
    have k5 := key2 1 0 1 (by norm_num)
    have k6 := key2 0 1 1 (by norm_num)
    have s1 := hP.apply 0 1
    have s2 := hP.apply 0 2
    have s3 := hP.apply 1 2
    refine ⟨P 0 0, ?_⟩
    ext i j
    fin_cases i <;> fin_cases j <;> simp <;> linarith
  · rintro ⟨p, rfl⟩ x hx
    exact (dilatation_centres_do_not_interact hx).2.2 p

end

end DilatationCentre
```

Each hypothesis has a small counter-example behind it. For symmetry, let P₀₁ = 1, P₁₀ = −1 and all other entries be zero; these forces have a net torque, so this is an algebraic example and not a defect in mechanical equilibrium. Then tr P = 0 and x·Px = x₀x₁ − x₁x₀ = 0, so the energy vanishes at every nonzero separation although P is not isotropic. For the range of separations, return to the tensor whose only nonzero entry is P₀₀ = 1. At x = (1, 1, 1) we have r² = 3, so r² tr P and 3 x·Px both equal 3 and the energy is zero. A vanishing energy in that one direction therefore does not show that a defect is isotropic.

```lean
#print axioms DilatationCentre.dilatation_centres_do_not_interact
-- 'DilatationCentre.dilatation_centres_do_not_interact' depends on axioms: [propext, Classical.choice, Quot.sound]
#print axioms DilatationCentre.no_interaction_iff_isotropic
-- 'DilatationCentre.no_interaction_iff_isotropic' depends on axioms: [propext, Classical.choice, Quot.sound]
```
